# Symmetry error bounds the level splitting of an irreducible multiplet

Three p orbitals on an atom at a cubic site should have the same energy. If their Hamiltonian matrix is integrated on a grid that doesn't respect the cubic symmetry, the computed levels can split. The bound below limits the splitting by the symmetry error of the matrix, and so gives a tolerance for grouping the levels into a multiplet. It doesn't identify the source of the symmetry error, which may be the grid or something else.

## Bounds on the block and on its levels

Let $G$ be a finite group with $|G|$ elements, and let $D$ be an irreducible representation of $G$ by unitary $d\times d$ matrices. Let $H$ be a complex $d\times d$ matrix, in practice the Hermitian Hamiltonian block of one multiplet. Write
$$T_g(H)=D(g)\,H\,D(g)^*,\qquad m=\frac{\operatorname{tr}H}{d},$$
where $^*$ is the conjugate transpose and $m$ is the barycentre of the levels. With $\|\cdot\|$ the operator norm, suppose that $\|T_g(H)-H\|\le e$ for every $g$ in $G$. Then
$$\|H-m\mathbf 1\|\le\Bigl(1-\frac1{|G|}\Bigr)e,$$
and any two eigenvalues $a,b$ of $H$ satisfy
$$|a-b|\le 2\Bigl(1-\frac1{|G|}\Bigr)e .$$
In particular, the splitting is at most $2e$.

In the other direction, $\|T_g(H)-H\|\le 2\|H-z\mathbf 1\|$ for every complex number $z$ and every $g$. This needs neither irreducibility nor a finite group.

## Tolerances for degenerate levels

In an electronic-structure code, the bound applies to a finite block of matrix elements between orthonormal orbitals that transform exactly under one irreducible representation. The code can form $T_g(H)-H$ for every operation, take the largest operator norm as $e$, and compare the splitting of the block with $2(1-1/|G|)e$. Apart from rounding, a larger splitting means that an assumption has failed: the matrices $D(g)$ may not form a unitary representation, the representation may be reducible, or $e$ may have been underestimated. A splitting within the bound doesn't show that the $D(g)$ are the right matrices for the orbitals, because the bound holds for any irreducible unitary representation of the same dimension. The same number is a sufficient tolerance for treating the levels of the block as one multiplet.

These are the eigenvalues of the block. If $H$ is cut out of a larger Hamiltonian, coupling to the remaining orbitals can shift and split the levels further, and that contribution has to be estimated separately.

The choice of norm matters. The Frobenius norm is never smaller than the operator norm, so it gives a safe $e$. The largest matrix entry can be smaller than the operator norm and is not a safe replacement.

## From the group average to the levels

Define the average
$$\bar H=\frac1{|G|}\sum_{g\in G}T_g(H).$$

**The average commutes with the symmetry.** Since $D(hg)=D(h)D(g)$, we have $T_{hg}(H)=D(h)T_g(H)D(h)^*$. Multiplying on the right by $D(h)$ gives $T_{hg}(H)D(h)=D(h)T_g(H)$. Sum over $g$. As $g$ runs through the group, so does $hg$, and therefore $\bar H D(h)=D(h)\bar H$.

**A commuting matrix is a multiple of the identity.** Let $A$ commute with every $D(g)$. Because $d>0$ and the scalars are complex, $A$ has an eigenvalue $c$. If $Av=cv$, then
$$A\,D(g)v=D(g)Av=c\,D(g)v,$$
so the eigenspace of $c$ is invariant. It is not zero, so by irreducibility it is the whole space, and $A=c\mathbf 1$. Taking traces gives $c=\operatorname{tr}A/d$. This is Schur's lemma in the form needed here.

**The average is the barycentre.** By cyclicity of the trace, $\operatorname{tr}T_g(H)=\operatorname{tr}(D(g)^*D(g)H)=\operatorname{tr}H$. Hence $\operatorname{tr}\bar H=\operatorname{tr}H$ and $\bar H=m\mathbf 1$.

**The distance is an average of errors.** Subtracting $H$ gives
$$m\mathbf 1-H=\frac1{|G|}\sum_{g\in G}\bigl(T_g(H)-H\bigr).$$
The identity operation contributes zero. Each of the other $|G|-1$ terms has norm at most $e$, so
$$\|H-m\mathbf 1\|\le\frac{|G|-1}{|G|}\,e .$$

**Each level is close to the barycentre.** If $Hv=av$ with $v\ne0$, then $(H-m\mathbf 1)v=(a-m)v$, and so $|a-m|\le\|H-m\mathbf 1\|$. The same holds for $b$. The triangle inequality $|a-b|\le|a-m|+|b-m|$ gives the splitting bound.

**The reverse estimate.** Put $K=H-z\mathbf 1$. Since $T_g(z\mathbf 1)=z\mathbf 1$, we have $T_g(H)-H=T_g(K)-K$. Multiplication by unitary matrices preserves the operator norm, so the right-hand side has norm at most $2\|K\|$.

## A two-level block with square symmetry

Take the eight symmetries of a square acting on the orbitals $p_x,p_y$. Their matrices are the $2\times2$ signed permutation matrices. The representation is irreducible: a line invariant under $\operatorname{diag}(1,-1)$ must be a coordinate axis, and a quarter turn exchanges the two axes.

Suppose that the grid gives, in eV,
$$H=\begin{pmatrix}-4.98&0\\0&-5.02\end{pmatrix},\qquad m=-5.00 .$$
The four diagonal operations leave $H$ unchanged. The other four exchange its diagonal entries, so
$$T_g(H)-H=\begin{pmatrix}-0.04&0\\0&0.04\end{pmatrix},$$
which has norm $0.04$. Thus $e=0.04$ eV and $1-1/|G|=7/8$.

| Quantity | Actual value (eV) | Bound (eV) |
|---|---:|---:|
| Distance from $m\mathbf 1$ | 0.02 | 0.035 |
| Level splitting | 0.04 | 0.07 |

With $z=m$, the reverse estimate reads $0.04\le2\times0.02$, which is an equality.

## Lean source for the bounds

```lean
import Mathlib

open Matrix
open scoped Matrix.Norms.L2Operator

namespace MultipletSplitting

noncomputable section

variable {G n : Type*} [Group G] [Fintype n] [DecidableEq n]

/-- A unitary matrix representation is irreducible if its dimension is positive and its only
invariant subspaces are zero and the whole space. -/
def IsIrreducible (D : G →* unitaryGroup n ℂ) : Prop :=
  Nonempty n ∧ ∀ W : Submodule ℂ (n → ℂ),
    (∀ g, ∀ v ∈ W, (D g : Matrix n n ℂ) *ᵥ v ∈ W) → W = ⊥ ∨ W = ⊤

/-- The matrix `H` carried along by the symmetry operation `g`, that is `D(g) H D(g)*`. -/
def transformed (D : G →* unitaryGroup n ℂ) (H : Matrix n n ℂ) (g : G) : Matrix n n ℂ :=
  (D g : Matrix n n ℂ) * H * star (D g : Matrix n n ℂ)

/-- The barycentre `tr H / d` of the levels of `H`, for positive dimension `d`. -/
def barycentre (H : Matrix n n ℂ) : ℂ := H.trace / (Fintype.card n : ℂ)

/-- The average of `D(g) H D(g)*` over all operations of a finite group. -/
def groupAverage [Fintype G] (D : G →* unitaryGroup n ℂ) (H : Matrix n n ℂ) : Matrix n n ℂ :=
  (Fintype.card G : ℂ)⁻¹ • ∑ g, transformed D H g

/-- Schur's lemma: a matrix that commutes with every operation of an irreducible representation
is its barycentre times the identity. -/
theorem schur {D : G →* unitaryGroup n ℂ} (hD : IsIrreducible D) {A : Matrix n n ℂ}
    (hA : ∀ g, A * (D g : Matrix n n ℂ) = (D g : Matrix n n ℂ) * A) :
    A = barycentre A • (1 : Matrix n n ℂ) := by
  obtain ⟨hn, hW⟩ := hD
  obtain ⟨c, hc⟩ := Module.End.exists_eigenvalue (Matrix.toLin' A)
  have hcard : (Fintype.card n : ℂ) ≠ 0 := Nat.cast_ne_zero.2 Fintype.card_ne_zero
  -- an eigenspace of `A` is invariant, hence everything
  have hinv : ∀ g, ∀ v ∈ Module.End.eigenspace (Matrix.toLin' A) c,
      (D g : Matrix n n ℂ) *ᵥ v ∈ Module.End.eigenspace (Matrix.toLin' A) c := by
    intro g v hv
    rw [Module.End.mem_eigenspace_iff, Matrix.toLin'_apply] at hv ⊢
    rw [Matrix.mulVec_mulVec, hA g, ← Matrix.mulVec_mulVec, hv, Matrix.mulVec_smul]
  have hAc : A = c • (1 : Matrix n n ℂ) := by
    rcases hW _ hinv with h | h
    · obtain ⟨v, hv⟩ := hc.exists_hasEigenvector
      have hv' := Module.End.mem_eigenspace_iff.2 hv.apply_eq_smul
      rw [h] at hv'
      exact absurd ((Submodule.mem_bot ℂ).1 hv') hv.2
    · refine Matrix.toLin'.injective (LinearMap.ext fun v => ?_)
      have hv : v ∈ Module.End.eigenspace (Matrix.toLin' A) c := by
        rw [h]; exact Submodule.mem_top
      rw [Module.End.mem_eigenspace_iff.1 hv, map_smul, Matrix.toLin'_one]
      rfl
  have hb : barycentre A = c := by
    rw [barycentre, hAc, Matrix.trace_smul, Matrix.trace_one, smul_eq_mul, mul_div_assoc,
      div_self hcard, mul_one]
  rw [hb]
  exact hAc

/-- The group average of any matrix commutes with every symmetry operation. -/
theorem groupAverage_commute [Fintype G] (D : G →* unitaryGroup n ℂ) (H : Matrix n n ℂ) (h : G) :
    groupAverage D H * (D h : Matrix n n ℂ) = (D h : Matrix n n ℂ) * groupAverage D H := by
  have hu : star (D h : Matrix n n ℂ) * (D h : Matrix n n ℂ) = 1 :=
    mem_unitaryGroup_iff'.1 (D h).2
  have hT : ∀ g, transformed D H (h * g) =
      (D h : Matrix n n ℂ) * transformed D H g * star (D h : Matrix n n ℂ) := fun g => by
    simp only [transformed, map_mul, Submonoid.coe_mul, star_mul, mul_assoc]
  rw [groupAverage, Matrix.smul_mul, Matrix.mul_smul, Finset.mul_sum, Finset.sum_mul]
  congr 1
  -- relabel the group elements by `g ↦ h g`
  refine (Fintype.sum_equiv (Equiv.mulLeft h) _ _ fun g => ?_).symm
  change _ = transformed D H (h * g) * (D h : Matrix n n ℂ)
  rw [hT, mul_assoc, hu, mul_one]

/-- In an irreducible representation of a finite group, averaging `H` over the group gives the
barycentre of `H` times the identity. -/
theorem groupAverage_eq [Fintype G] {D : G →* unitaryGroup n ℂ} (hD : IsIrreducible D)
    (H : Matrix n n ℂ) : groupAverage D H = barycentre H • (1 : Matrix n n ℂ) := by
  have hc : (Fintype.card G : ℂ) ≠ 0 := Nat.cast_ne_zero.2 Fintype.card_ne_zero
  have ht : ∀ g, (transformed D H g).trace = H.trace := fun g => by
    rw [transformed, Matrix.trace_mul_cycle, mem_unitaryGroup_iff'.1 (D g).2, one_mul]
  have htr : (groupAverage D H).trace = H.trace := by
    rw [groupAverage, Matrix.trace_smul, Matrix.trace_sum, Finset.sum_congr rfl fun g _ => ht g,
      Finset.sum_const, Finset.card_univ, nsmul_eq_mul, smul_eq_mul, inv_mul_cancel_left₀ hc]
  have h := schur hD (groupAverage_commute D H)
  rwa [barycentre, htr] at h

/-- If every operation of a finite group, acting irreducibly, changes `H` by at most `e` in
operator norm, then `H` is within `(1 - 1/|G|) e` of its barycentre times the identity. -/
theorem norm_sub_barycentre_le [Fintype G] {D : G →* unitaryGroup n ℂ} (hD : IsIrreducible D)
    {H : Matrix n n ℂ} {e : ℝ} (he : ∀ g, ‖transformed D H g - H‖ ≤ e) :
    ‖H - barycentre H • (1 : Matrix n n ℂ)‖ ≤ (1 - 1 / (Fintype.card G : ℝ)) * e := by
  classical
  have hc : (Fintype.card G : ℂ) ≠ 0 := Nat.cast_ne_zero.2 Fintype.card_ne_zero
  have hr : (Fintype.card G : ℝ) ≠ 0 := Nat.cast_ne_zero.2 Fintype.card_ne_zero
  have hle : 1 ≤ Fintype.card G := Fintype.card_pos
  -- the identity operation contributes no error
  have h1 : transformed D H 1 - H = 0 := by simp [transformed]
  have hE : ∑ g ∈ Finset.univ.erase (1 : G), (transformed D H g - H) =
      ∑ g, (transformed D H g - H) :=
    Finset.sum_erase (f := fun g => transformed D H g - H) _ h1
  have key : barycentre H • (1 : Matrix n n ℂ) - H =
      (Fintype.card G : ℂ)⁻¹ • ∑ g ∈ Finset.univ.erase (1 : G), (transformed D H g - H) := by
    rw [← groupAverage_eq hD, hE, Finset.sum_sub_distrib, smul_sub,
      Finset.sum_const, Finset.card_univ, ← Nat.cast_smul_eq_nsmul ℂ, smul_smul,
      inv_mul_cancel₀ hc, one_smul, groupAverage]
  have hsum : ‖∑ g ∈ Finset.univ.erase (1 : G), (transformed D H g - H)‖ ≤
      ((Fintype.card G : ℝ) - 1) * e := by
    refine (norm_sum_le_of_le _ fun g _ => he g).trans_eq ?_
    rw [Finset.sum_const, Finset.card_erase_of_mem (Finset.mem_univ _), Finset.card_univ,
      nsmul_eq_mul, Nat.cast_sub hle, Nat.cast_one]
  rw [norm_sub_rev, key, norm_smul, norm_inv, Complex.norm_natCast]
  calc (Fintype.card G : ℝ)⁻¹ * _ ≤ (Fintype.card G : ℝ)⁻¹ * (((Fintype.card G : ℝ) - 1) * e) :=
        mul_le_mul_of_nonneg_left hsum (by positivity)
    _ = (1 - 1 / (Fintype.card G : ℝ)) * e := by field_simp

/-- The modulus of an eigenvalue is at most the operator norm of the matrix. -/
theorem norm_eigenvalue_le {M : Matrix n n ℂ} {v : n → ℂ} {a : ℂ} (hv : v ≠ 0)
    (h : M *ᵥ v = a • v) : ‖a‖ ≤ ‖M‖ := by
  obtain ⟨i, hi⟩ := Function.ne_iff.1 hv
  -- a square matrix all of whose columns are `v`
  let V : Matrix n n ℂ := Matrix.of fun k _ => v k
  have hV : V ≠ 0 := fun h0 => hi (congrFun (congrFun h0 i) i)
  have hMV : M * V = a • V := by
    ext k l
    exact congrFun h k
  have hle := norm_mul_le M V
  rw [hMV, norm_smul] at hle
  exact le_of_mul_le_mul_right hle (norm_pos_iff.2 hV)

/-- If every operation of a finite group, acting irreducibly, changes `H` by at most `e` in
operator norm, then any two eigenvalues of `H` differ by at most `2 (1 - 1/|G|) e`. -/
theorem multiplet_splitting_le [Fintype G] {D : G →* unitaryGroup n ℂ} (hD : IsIrreducible D)
    {H : Matrix n n ℂ} {e : ℝ} (he : ∀ g, ‖transformed D H g - H‖ ≤ e)
    {v w : n → ℂ} {a b : ℂ} (hv : v ≠ 0) (hw : w ≠ 0)
    (ha : H *ᵥ v = a • v) (hb : H *ᵥ w = b • w) :
    ‖a - b‖ ≤ 2 * (1 - 1 / (Fintype.card G : ℝ)) * e := by
  -- each level lies close to the barycentre
  have shift : ∀ (u : n → ℂ) (c : ℂ), u ≠ 0 → H *ᵥ u = c • u →
      ‖c - barycentre H‖ ≤ (1 - 1 / (Fintype.card G : ℝ)) * e := fun u c hu hc =>
    (norm_eigenvalue_le hu (by
      rw [Matrix.sub_mulVec, hc, Matrix.smul_mulVec, Matrix.one_mulVec, sub_smul])).trans
      (norm_sub_barycentre_le hD he)
  have h := norm_sub_le (a - barycentre H) (b - barycentre H)
  rw [sub_sub_sub_cancel_right] at h
  linarith [shift v a hv ha, shift w b hw hb]

/-- Conversely, the error of `H` under any symmetry operation is at most twice the distance of
`H` from any multiple `z` of the identity. -/
theorem symmetry_error_le (D : G →* unitaryGroup n ℂ) (H : Matrix n n ℂ) (z : ℂ) (g : G) :
    ‖transformed D H g - H‖ ≤ 2 * ‖H - z • (1 : Matrix n n ℂ)‖ := by
  have hu : (D g : Matrix n n ℂ) * star (D g : Matrix n n ℂ) = 1 := mem_unitaryGroup_iff.1 (D g).2
  -- a multiple of the identity has no symmetry error
  have hsplit : transformed D H g - H =
      transformed D (H - z • (1 : Matrix n n ℂ)) g - (H - z • (1 : Matrix n n ℂ)) := by
    simp only [transformed, Matrix.mul_sub, Matrix.sub_mul, Matrix.mul_smul, Matrix.smul_mul,
      mul_one, hu]
    abel
  have hnorm : ∀ K : Matrix n n ℂ, ‖transformed D K g‖ = ‖K‖ := fun K =>
    (CStarRing.norm_mul_coe_unitary ((D g : Matrix n n ℂ) * K) (star (D g))).trans
      (CStarRing.norm_coe_unitary_mul (D g) K)
  rw [hsplit]
  refine (norm_sub_le _ _).trans_eq ?_
  rw [hnorm, two_mul]

end

end MultipletSplitting
```

```lean
#print axioms MultipletSplitting.multiplet_splitting_le
#print axioms MultipletSplitting.symmetry_error_le
```

```
'MultipletSplitting.multiplet_splitting_le' depends on axioms: [propext, Classical.choice, Quot.sound]
'MultipletSplitting.symmetry_error_le' depends on axioms: [propext, Classical.choice, Quot.sound]
```

## Reading the definitions and lemmas

The type `n` labels the basis orbitals, so $d$ is `Fintype.card n`. The map `D : G →* unitaryGroup n ℂ` sends products of operations to products of unitary matrices. `IsIrreducible D` says that the dimension is positive and that the only invariant subspaces are zero and the whole space. `transformed D H g` is $T_g(H)$, `barycentre H` is $m$, and `groupAverage D H` is $\bar H$. Opening `Matrix.Norms.L2Operator` makes the matrix norm the operator norm for the Euclidean length of vectors.

The hypothesis `he` says that `e` bounds the symmetry error for every element of the group and not only for a set of generators. In `multiplet_splitting_le`, the levels `a` and `b` are complex numbers with nonzero eigenvectors `v` and `w`, which need not be normalised. `H` is not assumed Hermitian; when it is, the levels are real and `‖a - b‖` is the ordinary energy difference.

- `schur` obtains an eigenvalue from `Module.End.exists_eigenvalue` and shows in `hinv` that its eigenspace is invariant. The case split on `hW` rules out the zero subspace by means of an eigenvector.
- `groupAverage_commute` relabels the sum with `Equiv.mulLeft h`, which is the substitution $g\mapsto hg$.
- `groupAverage_eq` combines the preserved trace with `schur`.
- `norm_sub_barycentre_le` removes the identity operation with `Finset.univ.erase`. The equation `key` writes the deviation as an average of errors, and `hsum` bounds their sum.
- `norm_eigenvalue_le` works with matrices instead of vectors. It builds a square matrix $V$ whose columns all equal $v$, so that an eigenvalue equation $Mv=av$ becomes $MV=aV$. Then $|a|\,\|V\|\le\|M\|\,\|V\|$, and the positive factor $\|V\|$ cancels.
- `multiplet_splitting_le` applies this to $H-m\mathbf 1$ in the step `shift`, once for each level, and adds the two estimates.
- `symmetry_error_le` is the reverse estimate: `hsplit` removes the multiple of the identity, and `hnorm` says that the transformation preserves the norm.

## Exact matrices, one multiplet, linear symmetries

The theorems concern exact complex matrices. In floating-point work, $e$ must be an upper bound that allows for rounding in the $D(g)$, in the products and in the norm, and the eigenvalue solver adds an error of its own.

Irreducibility is assumed for the supplied `D`, so a code has to establish it for its own matrices. For a reducible representation the bound can fail completely. The five d orbitals at a cubic site separate into a twofold and a threefold set, and a Hamiltonian with a different constant on each set has zero symmetry error and two distinct levels.

The representation must be unitary, which for orbitals with overlap calls for an orthonormal basis first. Antiunitary operations such as time reversal don't fit the type of `D`. For a continuous symmetry group, the splitting bound can be applied to a finite subgroup that still acts irreducibly, as the cubic rotations do on p orbitals.
